# The matrix exponential does not preserve the Loewner order: a real 2×2 counter-example

For real symmetric matrices write $A \le B$ when $B - A$ is positive semidefinite, that is $v^{\mathsf T}(B-A)v \ge 0$ for every vector $v$. The matrices $A = \begin{pmatrix}1&1\\1&1\end{pmatrix}$ and $B = \mathrm{diag}(4/3,\,4)$ satisfy $A \le B$, yet $e^A \le e^B$ is false: the upper left entry of $e^B - e^A$ is $e^{4/3} - (1+e^2)/2 < 0$, numerically about $-0.40$.

```lean
import Mathlib

open Matrix

namespace ExpNotOperatorMonotone

noncomputable section
```

**Q:** I see two small matrices. What system do they describe?

**A:** Read them as minus two Hamiltonians of one particle on two sites, labelled 0 and 1 as in Lean. $H_A = -A$ has on-site energies $-1$ and hopping $-1$. $H_B = -B$ has uncoupled sites at energies $-4/3$ and $-4$. These two numbers make $\det(B-A) = \tfrac13\cdot 3 - 1 = 0$, and the diagonal entries $1/3$ and $3$ of $B-A$ are positive, so $H_B$ lies below or level with $H_A$ in every state, and level with it in the state $(3,1)/\sqrt{10}$. With a real parameter $t$, the matrix $e^{tA} = e^{-tH_A}$ is the imaginary-time propagator, or the unnormalised Boltzmann operator at inverse temperature $t$. Real-time unitary evolution is not treated.

```lean
/-- The real symmetric matrix `A = [[1,1],[1,1]]`. -/
def matA : Matrix (Fin 2) (Fin 2) ℝ := !![1, 1; 1, 1]

/-- The diagonal matrix `B = diag(4/3, 4)`. -/
def matB : Matrix (Fin 2) (Fin 2) ℝ := diagonal ![4 / 3, 4]
```

**Q:** Is `NormedSpace.exp` the exponential I know?

**A:** It is the power series $\sum_k M^k/k!$ of a square matrix $M$. Let $S$, $T$ be square with $TS = 1$ and let $D = \mathrm{diag}(d_i)$. Then $(SDT)^k = SD^kT$ for $k \ge 1$, because the inner factors $TS$ cancel, and $ST = 1$ covers $k=0$. Summing gives $e^{SDT} = S\,\mathrm{diag}(e^{d_i})\,T$. In the proof `hinv` and `hunit` identify $T$ as the inverse of $S$, `hd` exponentiates the diagonal entry by entry, and `Matrix.exp_conj` moves the conjugation through the series.

```lean
/-- If `T S = 1`, the exponential of `S diag(d) T` is `S diag(e^d) T`. -/
theorem exp_similar_diagonal {n : Type*} [Fintype n] [DecidableEq n]
    (S T : Matrix n n ℝ) (h : T * S = 1) (d : n → ℝ) :
    NormedSpace.exp (S * diagonal d * T) = S * diagonal (fun i => Real.exp (d i)) * T := by
  have hinv : S⁻¹ = T := Matrix.inv_eq_left_inv h
  have hunit : IsUnit S := ⟨⟨S, T, mul_eq_one_comm.mp h, h⟩, rfl⟩
  have hd : NormedSpace.exp (diagonal d) = diagonal (fun i => Real.exp (d i)) := by
    rw [Matrix.exp_diagonal]
    congr 1
    ext i
    rw [Pi.coe_exp, Real.exp_eq_exp_ℝ]
  rw [← hinv, Matrix.exp_conj S _ hunit, hd]
```

**Q:** And for $tA$?

**A:** $A(1,1)^{\mathsf T} = 2\,(1,1)^{\mathsf T}$ and $A(1,-1)^{\mathsf T} = 0$, so $tA$ has eigenvalues $2t$ and $0$ with normalised eigenvectors $(1,\pm1)/\sqrt2$. The projectors are $P_\pm = \tfrac12\begin{pmatrix}1&\pm1\\ \pm1&1\end{pmatrix}$, and
$$e^{tA} = e^{2t}P_+ + P_- = \frac12\begin{pmatrix}1+e^{2t} & e^{2t}-1\\ e^{2t}-1 & 1+e^{2t}\end{pmatrix}.$$
The code avoids $\sqrt2$: the columns of $S$ are the unnormalised $(1,1)$ and $(1,-1)$, and $T = S/2$ carries the whole normalisation. `hTS` checks $TS=1$, `hA` checks $tA = S\,\mathrm{diag}(2t,0)\,T$, and the last lines multiply out the four entries. The formula holds for every real $t$.

```lean
/-- Closed form of `exp(tA)`: diagonal entries `(1 + e^(2t))/2`, off-diagonal entries
`(e^(2t) - 1)/2`. -/
theorem exp_smul_matA (t : ℝ) :
    NormedSpace.exp (t • matA) =
      !![(1 + Real.exp (2 * t)) / 2, (Real.exp (2 * t) - 1) / 2;
         (Real.exp (2 * t) - 1) / 2, (1 + Real.exp (2 * t)) / 2] := by
  -- diagonalise with the vectors (1,1) and (1,-1)
  have hTS : (!![1 / 2, 1 / 2; 1 / 2, -1 / 2] : Matrix (Fin 2) (Fin 2) ℝ) * !![1, 1; 1, -1]
      = 1 := by
    ext i j
    fin_cases i <;> fin_cases j <;> simp [Matrix.mul_apply, Fin.sum_univ_two] <;> norm_num
  have hA : t • matA =
      !![1, 1; 1, -1] * diagonal ![2 * t, 0] * !![1 / 2, 1 / 2; 1 / 2, -1 / 2] := by
    ext i j
    rw [Matrix.mul_apply]
    simp only [Matrix.mul_diagonal, Fin.sum_univ_two]
    fin_cases i <;> fin_cases j <;> simp [matA] <;> ring
  rw [hA, exp_similar_diagonal _ _ hTS]
  ext i j
  rw [Matrix.mul_apply]
  simp only [Matrix.mul_diagonal, Fin.sum_univ_two]
  fin_cases i <;> fin_cases j <;> simp <;> ring
```

**Q:** A definition of positivity that forgets symmetry would make me distrust everything. What does `PosSemidef` demand?

**A:** It demands both that the matrix be Hermitian, here symmetric, and that the quadratic form be nonnegative. For $x = (x_0,x_1)$,
$$tB - tA = \begin{pmatrix} t/3 & -t\\ -t & 3t\end{pmatrix},\qquad x^{\mathsf T}(tB-tA)x = \tfrac t3x_0^2 - 2t\,x_0x_1 + 3t\,x_1^2 = \tfrac t3\,(x_0-3x_1)^2 .$$
This is nonnegative under the hypothesis `0 ≤ t`, forward imaginary time or nonnegative inverse temperature. The first bullet of the proof is the symmetry, and in the second `nlinarith` receives the product $t(x_0-3x_1)^2 \ge 0$ as its hint.

```lean
/-- For `t ≥ 0` the difference `tB - tA` is positive semidefinite. -/
theorem generator_gap_posSemidef (t : ℝ) (ht : 0 ≤ t) : (t • matB - t • matA).PosSemidef := by
  have h : t • matB - t • matA = !![t / 3, -t; -t, 3 * t] := by
    ext i j
    fin_cases i <;> fin_cases j <;> simp [matA, matB] <;> ring
  rw [h]
  apply Matrix.PosSemidef.of_dotProduct_mulVec_nonneg
  · show _ᴴ = _
    ext i j
    fin_cases i <;> fin_cases j <;> simp [conjTranspose_apply]
  · intro x
    -- the quadratic form is t (x₀ - 3 x₁)² / 3
    simp only [dotProduct, mulVec, Fin.sum_univ_two]
    simp
    nlinarith [mul_nonneg ht (sq_nonneg (x 0 - 3 * x 1))]
```

**Q:** Which entry of $e^{tB} - e^{tA}$ does the index `0 0` in the code select?

**A:** The upper left one, since `Fin 2` counts from 0. Call it $g(t)$. It is the difference of the amplitudes to start and end on site 0. As $e^{tB} = \mathrm{diag}(e^{4t/3}, e^{4t})$,
$$g(t) = e^{4t/3} - \tfrac12\left(1+e^{2t}\right).$$
The proof obtains $e^{tB}$ from `exp_similar_diagonal` with $S=T=1$ and $e^{tA}$ from `exp_smul_matA`.

```lean
/-- The upper left entry (index `0 0`) of `exp(tB) - exp(tA)` is `e^(4t/3) - (1 + e^(2t))/2`. -/
theorem exp_gap_entry (t : ℝ) :
    (NormedSpace.exp (t • matB) - NormedSpace.exp (t • matA)) 0 0 =
      Real.exp (4 / 3 * t) - (1 + Real.exp (2 * t)) / 2 := by
  have hB : t • matB = diagonal ![4 / 3 * t, 4 * t] := by
    ext i j
    fin_cases i <;> fin_cases j <;> simp [matB] <;> ring
  have hexp := exp_similar_diagonal (1 : Matrix (Fin 2) (Fin 2) ℝ) 1 (by simp)
    ![4 / 3 * t, 4 * t]
  simp only [one_mul, mul_one] at hexp
  rw [hB, hexp, exp_smul_matA]
  simp
```

**Q:** When is that negative?

**A:** Put $x = e^{2t/3}$, now a number, so that $e^{4t/3} = x^2$ and $e^{2t} = x^3$; these are `h2` and `h3`. Then
$$g = -\tfrac12\,(x^3 - 2x^2 + 1) = -\tfrac12\,(x-1)(x^2-x-1) = \left(\tfrac{1+\sqrt5}{2} - x\right)\cdot\tfrac12\,(x-1)\left(x - \tfrac{1-\sqrt5}{2}\right).$$
For $t>0$ we have $x \ge 1 + 2t/3 > 1$, which is `hx`, so the factor after the dot is positive, which is `hc`. Hence $g<0$ exactly when $x > (1+\sqrt5)/2$. After `generalize` replaces the exponential by `x` and $\sqrt5$ by `s`, the factorisation `hf` is a polynomial identity that uses only $s^2=5$, and `linear_combination` verifies it.

```lean
/-- For `t > 0` the upper left entry (index `0 0`) of `exp(tB) - exp(tA)` is negative exactly when
`e^(2t/3) > (1 + √5)/2`. -/
theorem exp_gap_entry_neg_iff (t : ℝ) (ht : 0 < t) :
    (NormedSpace.exp (t • matB) - NormedSpace.exp (t • matA)) 0 0 < 0 ↔
      (1 + Real.sqrt 5) / 2 < Real.exp (2 / 3 * t) := by
  have h2 : Real.exp (4 / 3 * t) = Real.exp (2 / 3 * t) * Real.exp (2 / 3 * t) := by
    rw [← Real.exp_add]
    congr 1
    ring
  have h3 : Real.exp (2 * t)
      = Real.exp (2 / 3 * t) * Real.exp (2 / 3 * t) * Real.exp (2 / 3 * t) := by
    rw [← Real.exp_add, ← Real.exp_add]
    congr 1
    ring
  have hx : 1 < Real.exp (2 / 3 * t) := by
    have := Real.add_one_le_exp (2 / 3 * t)
    linarith
  have hs : Real.sqrt 5 ^ 2 = 5 := Real.sq_sqrt (by norm_num)
  have hs0 : 0 ≤ Real.sqrt 5 := Real.sqrt_nonneg 5
  rw [exp_gap_entry, h2, h3]
  generalize Real.exp (2 / 3 * t) = x at hx ⊢
  generalize Real.sqrt 5 = s at hs hs0 ⊢
  -- with x = e^(2t/3) the entry factorises over the roots 1 and (1 ± √5)/2
  have hc : 0 < (x - 1) * (x - (1 - s) / 2) / 2 :=
    half_pos (mul_pos (by linarith) (by linarith))
  have hf : x * x - (1 + x * x * x) / 2
      = ((1 + s) / 2 - x) * ((x - 1) * (x - (1 - s) / 2) / 2) := by
    linear_combination (-(x - 1) / 8) * hs
  rw [hf]
  constructor
  · intro h
    by_contra hn
    have hle : x ≤ (1 + s) / 2 := not_lt.mp hn
    have := mul_nonneg (sub_nonneg.mpr hle) hc.le
    linarith
  · intro h
    exact mul_neg_of_neg_of_pos (by linarith) hc
```

**Q:** One negative entry is a statement in a particular basis. The order is not.

**A:** A diagonal entry is the quadratic form evaluated on a basis vector, here $v = (1,0)$, and a single $v$ with a negative value refutes positivity in every basis. This is `h.diag_nonneg` used for a contradiction. For $t \ge 1$, $e^{2t/3} \ge 1 + 2t/3 \ge 5/3$, and $5 < 49/9$ gives $\sqrt5 < 7/3$, so $(1+\sqrt5)/2 < 5/3$. No decimal value of $e$ is needed.

```lean
/-- For every `t ≥ 1` the upper left entry (index `0 0`) of `exp(tB) - exp(tA)` is negative and this
matrix is not positive semidefinite. -/
theorem exp_gap_not_posSemidef (t : ℝ) (ht : 1 ≤ t) :
    (NormedSpace.exp (t • matB) - NormedSpace.exp (t • matA)) 0 0 < 0 ∧
      ¬ (NormedSpace.exp (t • matB) - NormedSpace.exp (t • matA)).PosSemidef := by
  have hs : Real.sqrt 5 < 7 / 3 := (Real.sqrt_lt' (by norm_num)).mpr (by norm_num)
  have he := Real.add_one_le_exp (2 / 3 * t)
  have hneg := (exp_gap_entry_neg_iff t (by linarith)).mpr (by linarith)
  refine ⟨hneg, fun h => ?_⟩
  -- diagonal entries of a positive semidefinite matrix are nonnegative
  have h0 : 0 ≤ (NormedSpace.exp (t • matB) - NormedSpace.exp (t • matA)) 0 0 := by
    exact h.diag_nonneg
  linarith
```

**A:** Setting $t=1$ gives four statements: $B-A$ is positive semidefinite, the entry equals $e^{4/3} - (1+e^2)/2$, this number is negative, and $e^B - e^A$ is not positive semidefinite. For imaginary-time and thermal calculations it means that, already for one particle on two sites, $H_B \le H_A$ does not guarantee that each diagonal element of $e^{-tH_B}$ is at least that of $e^{-tH_A}$.

```lean
/-- `B - A` is positive semidefinite, but `exp B - exp A` has the negative upper left entry (index
`0 0`) `e^(4/3) - (1 + e²)/2` and is not positive semidefinite. -/
theorem exp_not_operator_monotone :
    (matB - matA).PosSemidef ∧
      (NormedSpace.exp matB - NormedSpace.exp matA) 0 0
        = Real.exp (4 / 3) - (1 + Real.exp 2) / 2 ∧
      Real.exp (4 / 3) - (1 + Real.exp 2) / 2 < 0 ∧
      ¬ (NormedSpace.exp matB - NormedSpace.exp matA).PosSemidef := by
  have h1 := generator_gap_posSemidef 1 zero_le_one
  have h2 := exp_gap_entry 1
  have h3 := exp_gap_not_posSemidef 1 le_rfl
  simp only [one_smul, mul_one] at h1 h2 h3
  refine ⟨h1, h2, ?_, h3.2⟩
  rw [← h2]
  exact h3.1
```

**Q:** For numbers, $\alpha \le \beta$ gives $e^\alpha \le e^\beta$. Where does that survive?

**A:** It survives for matrices with a common orthonormal eigenbasis, in any finite dimension. Let $U$ be real with $U^{\mathsf T}U = 1$, and let $a$, $b$ be lists of eigenvalues $a_i$, $b_i$. The difference of $U\,\mathrm{diag}(b)\,U^{\mathsf T}$ and $U\,\mathrm{diag}(a)\,U^{\mathsf T}$ is $U\,\mathrm{diag}(b-a)\,U^{\mathsf T}$, which is `hsub`. If it is positive semidefinite, so is its conjugate $U^{\mathsf T}(\cdot)\,U = \mathrm{diag}(b-a)$, which forces $a_i \le b_i$. Conversely, $b_i - a_i \ge 0$ makes the diagonal matrix positive semidefinite, and conjugating by $U$ keeps it so.

```lean
/-- For orthogonal `U`, the difference `U diag(b) Uᵀ - U diag(a) Uᵀ` is positive semidefinite
iff `a i ≤ b i` for all `i`. -/
theorem common_basis_order_iff {n : Type*} [Fintype n] [DecidableEq n]
    (U : Matrix n n ℝ) (hU : Uᵀ * U = 1) (a b : n → ℝ) :
    (U * diagonal b * Uᵀ - U * diagonal a * Uᵀ).PosSemidef ↔ ∀ i, a i ≤ b i := by
  have hsub : U * diagonal b * Uᵀ - U * diagonal a * Uᵀ
      = U * diagonal (fun i => b i - a i) * Uᵀ := by
    rw [← diagonal_sub b a, mul_sub, sub_mul]
  rw [hsub]
  constructor
  · intro h i
    -- rotate back to the common basis
    have h1 := h.conjTranspose_mul_mul_same U
    rw [conjTranspose_eq_transpose_of_trivial] at h1
    have h2 : Uᵀ * (U * diagonal (fun i => b i - a i) * Uᵀ) * U
        = (Uᵀ * U) * diagonal (fun i => b i - a i) * (Uᵀ * U) := by
      simp only [Matrix.mul_assoc]
    rw [h2, hU, one_mul, mul_one] at h1
    exact sub_nonneg.mp (posSemidef_diagonal_iff.mp h1 i)
  · intro h
    have h0 : (diagonal (fun i => b i - a i)).PosSemidef :=
      posSemidef_diagonal_iff.mpr fun i => sub_nonneg.mpr (h i)
    have h1 := h0.mul_mul_conjTranspose_same U
    rwa [conjTranspose_eq_transpose_of_trivial] at h1
```

**A:** With $S=U$ and $T=U^{\mathsf T}$ the exponentials are $U\,\mathrm{diag}(e^{a_i})\,U^{\mathsf T}$ and $U\,\mathrm{diag}(e^{b_i})\,U^{\mathsf T}$. Both orders reduce to entrywise inequalities, and `Real.exp_le_exp` matches $e^{a_i} \le e^{b_i}$ with $a_i \le b_i$.

```lean
/-- For two matrices diagonalised by the same orthogonal `U`, the difference of the
exponentials is positive semidefinite iff the difference of the matrices is. -/
theorem exp_monotone_common_basis {n : Type*} [Fintype n] [DecidableEq n]
    (U : Matrix n n ℝ) (hU : Uᵀ * U = 1) (a b : n → ℝ) :
    (NormedSpace.exp (U * diagonal b * Uᵀ)
        - NormedSpace.exp (U * diagonal a * Uᵀ)).PosSemidef ↔
      (U * diagonal b * Uᵀ - U * diagonal a * Uᵀ).PosSemidef := by
  rw [exp_similar_diagonal _ _ hU, exp_similar_diagonal _ _ hU,
    common_basis_order_iff U hU, common_basis_order_iff U hU]
  simp only [Real.exp_le_exp]
```

**Q:** So the theorem is about commuting Hamiltonians?

**A:** It is about matrices given in this form. The common basis $U$ is assumed, not derived from a vanishing commutator, and complex Hermitian matrices are not covered. Our $A$ and $B$ do not commute: the entry in row 0, column 1 is $4$ for $AB$ and $4/3$ for $BA$. A $U$ other than the identity that satisfies `hU` is the rotation with cosine $3/5$ and sine $4/5$, whose columns are orthogonal and have squared length $9/25 + 16/25 = 1$.

```lean
/-- The rotation matrix with cosine `3/5` and sine `4/5` is orthogonal. -/
theorem orthogonal_witness :
    (!![3 / 5, -4 / 5; 4 / 5, 3 / 5] : Matrix (Fin 2) (Fin 2) ℝ)ᵀ
      * !![3 / 5, -4 / 5; 4 / 5, 3 / 5] = 1 := by
  ext i j
  rw [Matrix.mul_apply]
  simp only [transpose_apply, Fin.sum_univ_two]
  fin_cases i <;> fin_cases j <;> simp <;> norm_num

end

end ExpNotOperatorMonotone
```

**Q:** What happens at the edges, in one dimension or for small $t$?

**A:** A $1\times1$ real matrix is diagonal, so `exp_monotone_common_basis` applies with $U=1$, and dimension two is the smallest in which the order can fail. At $t=0$ both propagators are the identity and $g(0)=0$. For small $t>0$, $g \approx t/3$ is positive, and it changes sign at $t^* = \tfrac32\ln\frac{1+\sqrt5}{2} \approx 0.72$.

**Q:** Then the order is preserved below $t^*$?

**A:** That does not follow, since a nonnegative diagonal entry is necessary for positivity and not sufficient. The failure of the order is stated for $t \ge 1$, and for $0<t\le t^*$ the theorems leave it undecided. A numerical evaluation, which is no part of what was proved, gives $\det(e^{tB} - e^{tA}) \approx -9\times10^{-5}$ at $t = 0.1$ and suggests that the order already fails there, along a vector other than $(1,0)$.

```lean
#print axioms ExpNotOperatorMonotone.exp_gap_not_posSemidef
-- 'ExpNotOperatorMonotone.exp_gap_not_posSemidef' depends on axioms: [propext, Classical.choice, Quot.sound]
#print axioms ExpNotOperatorMonotone.exp_not_operator_monotone
-- 'ExpNotOperatorMonotone.exp_not_operator_monotone' depends on axioms: [propext, Classical.choice, Quot.sound]
#print axioms ExpNotOperatorMonotone.exp_monotone_common_basis
-- 'ExpNotOperatorMonotone.exp_monotone_common_basis' depends on axioms: [propext, Classical.choice, Quot.sound]
```
